# Coupling N spins one half to a core of spin p/2: the path count is a difference of two binomials

Spins are recorded by their doubled values, and a coupling path is a sequence $h(0),\dots,h(N)$ of natural numbers, zero included, with $h(0)=p$, $h(N)=m$ and neighbouring entries differing by one. The file below proves that if $N+m=p+2r$ with $r$ natural, the number of such paths is $\binom{N}{r}-\binom{N}{r+p+1}$.

```lean
import Mathlib

open Finset

namespace OpenShellCoreBranching

noncomputable section

/-- Coupling paths: sequences of doubled intermediate spins that start at `p`, end at `m`,
and change by one unit each time one of `N` spins one half is added. -/
def couplingPaths (N p m : ℕ) : Set (Fin (N + 1) → ℕ) :=
  {h | h 0 = p ∧ h (Fin.last N) = m ∧
    ∀ i : Fin N, h i.succ = h i.castSucc + 1 ∨ h i.castSucc = h i.succ + 1}

/-- The number of coupling paths from core spin `p/2` to total spin `m/2`. -/
def pathCount (N p m : ℕ) : ℕ := (couplingPaths N p m).ncard

/-- The character of spin `p/2`: the sum of `z ^ (2M)` over its magnetic levels,
where `2M = k - (p - k)` for `k = 0, ..., p`. -/
def spinCharacter (z : ℂ) (p : ℕ) : ℂ :=
  ∑ k ∈ range (p + 1), z ^ k * z⁻¹ ^ (p - k)

/-- A coupling path with at least one added spin consists of the core spin followed by a path with
one added spin fewer that starts one unit higher or one unit lower. -/
theorem couplingPaths_succ (N p m : ℕ) :
    couplingPaths (N + 1) p m =
      (fun g : Fin (N + 1) → ℕ => (Fin.cons p g : Fin (N + 2) → ℕ)) ''
        (couplingPaths N (p + 1) m ∪
          {g | g ∈ couplingPaths N (g 0) m ∧ p = g 0 + 1}) := by
  ext h
  obtain ⟨q, g, rfl⟩ : ∃ (q : ℕ) (g : Fin (N + 1) → ℕ),
      h = (Fin.cons q g : Fin (N + 2) → ℕ) :=
    ⟨h 0, Fin.tail h, (Fin.cons_self_tail h).symm⟩
  constructor
  · rintro ⟨h0, hl, hs⟩
    have hq : q = p := h0
    have hg : g ∈ couplingPaths N (g 0) m := ⟨rfl, hl, fun i => hs i.succ⟩
    have h1 : g 0 = q + 1 ∨ q = g 0 + 1 := hs 0
    rw [hq] at h1 ⊢
    rcases h1 with h1 | h1
    · rw [h1] at hg
      exact ⟨g, Or.inl hg, rfl⟩
    · exact ⟨g, Or.inr ⟨hg, h1⟩, rfl⟩
  · rintro ⟨g', hg', e⟩
    have e0 : p = q := congrFun e 0
    have e1 : g' = g := funext fun i => congrFun e i.succ
    subst e0 e1
    rcases hg' with hg | ⟨hg, h1⟩
    · obtain ⟨h0, hl, hs⟩ := hg
      refine ⟨rfl, hl, fun i => ?_⟩
      refine Fin.cases ?_ (fun j => ?_) i
      · exact Or.inl h0
      · exact hs j
    · obtain ⟨-, hl, hs⟩ := hg
      refine ⟨rfl, hl, fun i => ?_⟩
      refine Fin.cases ?_ (fun j => ?_) i
      · exact Or.inr h1
      · exact hs j

/-- With no added spins there is one path if the final spin is the core spin, and none
otherwise. -/
theorem pathCount_zero (p m : ℕ) : pathCount 0 p m = if p = m then 1 else 0 := by
  unfold pathCount
  split_ifs with hpm
  · subst hpm
    have e : couplingPaths 0 p p = {fun _ => p} := by
      ext h
      constructor
      · rintro ⟨h0, -, -⟩
        refine funext fun i => ?_
        refine Fin.cases ?_ (fun j => j.elim0) i
        exact h0
      · intro hh
        have hh' : h = fun _ => p := hh
        subst hh'
        exact ⟨rfl, rfl, fun i => i.elim0⟩
    rw [e, Set.ncard_singleton]
  · have e : couplingPaths 0 p m = ∅ := by
      refine Set.eq_empty_of_forall_notMem ?_
      rintro h ⟨h0, hl, -⟩
      exact hpm (h0.symm.trans hl)
    rw [e, Set.ncard_empty]

/-- There are finitely many coupling paths between two given spins. -/
theorem couplingPaths_finite (N p m : ℕ) : (couplingPaths N p m).Finite := by
  induction N generalizing p with
  | zero =>
    refine (Set.finite_singleton (fun _ : Fin (0 + 1) => p)).subset ?_
    rintro h ⟨h0, -, -⟩
    refine funext fun i => ?_
    refine Fin.cases ?_ (fun j => j.elim0) i
    exact h0
  | succ N ih =>
    rw [couplingPaths_succ]
    refine ((ih (p + 1)).union ((ih (p - 1)).subset ?_)).image _
    rintro g ⟨hg, h1⟩
    have h2 : g 0 = p - 1 := by omega
    rw [h2] at hg
    exact hg

/-- Branching rule for the path count: with `N + 1` added spins, a singlet core has as many paths to
`m` as a doublet core has with `N`; for any other core the count is the sum of the counts with `N`
added spins for the two cores whose spin is one half higher and lower. -/
theorem pathCount_succ (N m : ℕ) :
    pathCount (N + 1) 0 m = pathCount N 1 m ∧
    ∀ p, pathCount (N + 1) (p + 1) m = pathCount N (p + 2) m + pathCount N p m := by
  have inj : ∀ p : ℕ, Function.Injective
      (fun g : Fin (N + 1) → ℕ => (Fin.cons p g : Fin (N + 2) → ℕ)) :=
    fun p a b hab => funext fun i => congrFun hab i.succ
  unfold pathCount
  constructor
  · rw [couplingPaths_succ, Set.ncard_image_of_injective _ (inj 0)]
    congr 1
    ext g
    constructor
    · rintro (hg | ⟨-, h1⟩)
      · exact hg
      · omega
    · exact fun hg => Or.inl hg
  · intro p
    have e : {g : Fin (N + 1) → ℕ | g ∈ couplingPaths N (g 0) m ∧ p + 1 = g 0 + 1}
        = couplingPaths N p m := by
      ext g
      constructor
      · rintro ⟨hg, h1⟩
        have h2 : g 0 = p := by omega
        rw [h2] at hg
        exact hg
      · rintro ⟨h0, hl, hs⟩
        exact ⟨⟨rfl, hl, hs⟩, by omega⟩
    have disj : Disjoint (couplingPaths N (p + 1 + 1) m) (couplingPaths N p m) := by
      refine Set.disjoint_left.2 ?_
      rintro g ⟨h1, -, -⟩ ⟨h2, -, -⟩
      omega
    rw [couplingPaths_succ, Set.ncard_image_of_injective _ (inj (p + 1)), e,
      Set.ncard_union_eq disj (couplingPaths_finite _ _ _) (couplingPaths_finite _ _ _)]

/-- Selection rule: there is no coupling path unless `N + m - p` is twice a natural number. -/
theorem pathCount_eq_zero (N p m : ℕ) (h : ∀ r, N + m ≠ p + 2 * r) :
    pathCount N p m = 0 := by
  induction N generalizing p with
  | zero =>
    have h0 := h 0
    rw [pathCount_zero, if_neg (by omega)]
  | succ N ih =>
    rcases p with _ | p
    · rw [(pathCount_succ N m).1]
      exact ih 1 fun r hr => h (r + 1) (by omega)
    · rw [(pathCount_succ N m).2, ih (p + 2) fun r hr => h (r + 1) (by omega),
        ih p fun r hr => h r (by omega)]

/-- Branching from an open-shell core: the number of ways to reach spin `m/2` by adding
`N` spins one half to a core of spin `p/2` is a difference of two binomial coefficients. -/
theorem pathCount_eq_choose_sub_choose (N p m r : ℕ) (h : N + m = p + 2 * r) :
    (pathCount N p m : ℤ) = (N.choose r : ℤ) - (N.choose (r + p + 1) : ℤ) := by
  induction N generalizing p r with
  | zero =>
    rw [pathCount_zero]
    rcases r with _ | r
    · rw [if_pos (by omega), Nat.choose_eq_zero_of_lt (by omega : 0 < 0 + p + 1)]
      simp
    · rw [if_neg (by omega), Nat.choose_eq_zero_of_lt (by omega : 0 < r + 1),
        Nat.choose_eq_zero_of_lt (by omega : 0 < r + 1 + p + 1)]
      simp
  | succ N ih =>
    rcases p with _ | p
    · -- singlet core: only the upward step is available
      rcases r with _ | s
      · omega
      · rw [(pathCount_succ N m).1, ih 1 s (by omega), add_zero,
          Nat.choose_succ_succ' N s, Nat.choose_succ_succ' N (s + 1)]
        push_cast
        ring
    · rw [(pathCount_succ N m).2, Nat.cast_add, ih p r (by omega)]
      rcases r with _ | s
      · -- every step must lower the spin
        rw [pathCount_eq_zero N (p + 2) m (fun r hr => by omega),
          Nat.choose_eq_zero_of_lt (by omega : N < 0 + p + 1),
          Nat.choose_eq_zero_of_lt (by omega : N + 1 < 0 + (p + 1) + 1)]
        simp
      · -- Pascal's rule for both binomials
        rw [ih (p + 2) s (by omega),
          show s + 1 + (p + 1) + 1 = s + p + 2 + 1 by omega,
          show s + (p + 2) + 1 = s + p + 2 + 1 by omega,
          show s + 1 + p + 1 = s + p + 2 by omega,
          Nat.choose_succ_succ' N s, Nat.choose_succ_succ' N (s + p + 2)]
        push_cast
        ring

/-- The count equals the unrestricted binomial coefficient exactly when the number `N - r`
of spin-lowering steps is at most `p`. -/
theorem pathCount_eq_choose_iff (N p m r : ℕ) (h : N + m = p + 2 * r) :
    pathCount N p m = N.choose r ↔ N ≤ r + p := by
  have key := pathCount_eq_choose_sub_choose N p m r h
  constructor
  · intro e
    have h0 : N.choose (r + p + 1) = 0 := by omega
    have h1 := Nat.choose_eq_zero_iff.1 h0
    omega
  · intro e
    have h0 : N.choose (r + p + 1) = 0 := Nat.choose_eq_zero_of_lt (by omega)
    omega

/-- Coupling one spin one half to a nonzero spin: the product of the characters is the sum of
the characters of the two neighbouring spins. -/
theorem spinCharacter_mul_half (z : ℂ) (hz : z ≠ 0) (p : ℕ) :
    spinCharacter z (p + 1) * spinCharacter z 1
      = spinCharacter z (p + 2) + spinCharacter z p := by
  -- split off the highest magnetic level
  have top : ∀ n, spinCharacter z (n + 1) = z ^ (n + 1) + z⁻¹ * spinCharacter z n := by
    intro n
    have hs : ∑ k ∈ range (n + 1), z ^ k * z⁻¹ ^ (n + 1 - k)
        = z⁻¹ * spinCharacter z n := by
      rw [spinCharacter, Finset.mul_sum]
      refine Finset.sum_congr rfl fun k hk => ?_
      have hk' := Finset.mem_range.1 hk
      rw [show n + 1 - k = (n - k) + 1 by omega, pow_succ]
      ring
    rw [← hs, spinCharacter, Finset.sum_range_succ _ (n + 1), Nat.sub_self, pow_zero, mul_one]
    exact add_comm _ _
  have h1 : spinCharacter z 1 = z⁻¹ + z := by
    simp [spinCharacter, Finset.sum_range_succ]
  have a := top p
  have b : spinCharacter z (p + 2) = z ^ (p + 2) + z⁻¹ * spinCharacter z (p + 1) := top (p + 1)
  have c : z * z⁻¹ = 1 := mul_inv_cancel₀ hz
  rw [h1]
  linear_combination z * a - b + spinCharacter z p * c

/-- The character of the core with `N` added spins one half is the sum of the characters of
spin `m/2`, each weighted by its number of coupling paths. -/
theorem spinCharacter_decomposition (z : ℂ) (hz : z ≠ 0) (N p K : ℕ) (hK : p + N < K) :
    spinCharacter z p * spinCharacter z 1 ^ N
      = ∑ m ∈ range K, (pathCount N p m : ℂ) * spinCharacter z m := by
  induction N generalizing p with
  | zero =>
    have hp : p < K := by omega
    simp [pathCount_zero, hp]
  | succ N ih =>
    rcases p with _ | p
    · have h0 : spinCharacter z 0 = 1 := by simp [spinCharacter]
      simp_rw [(pathCount_succ N _).1]
      rw [← ih 1 (by omega), h0, pow_succ]
      ring
    · simp_rw [(pathCount_succ N _).2, Nat.cast_add, add_mul]
      rw [Finset.sum_add_distrib, ← ih (p + 2) (by omega), ← ih p (by omega), pow_succ]
      linear_combination spinCharacter z 1 ^ N * spinCharacter_mul_half z hz p

end

end OpenShellCoreBranching
```

```lean
#print axioms OpenShellCoreBranching.pathCount_eq_choose_sub_choose
-- 'OpenShellCoreBranching.pathCount_eq_choose_sub_choose' depends on axioms: [propext, Classical.choice, Quot.sound]
#print axioms OpenShellCoreBranching.pathCount_eq_choose_iff
-- 'OpenShellCoreBranching.pathCount_eq_choose_iff' depends on axioms: [propext, Classical.choice, Quot.sound]
#print axioms OpenShellCoreBranching.spinCharacter_decomposition
-- 'OpenShellCoreBranching.spinCharacter_decomposition' depends on axioms: [propext, Classical.choice, Quot.sound]
```

## Paths of doubled intermediate spins

The core has spin $p/2$, the final state has total spin $m/2$, and $h(i)/2$ is the total spin after $i$ of the $N$ spins one half have been added in a fixed order. In `couplingPaths N p m` the sequence is a function on `Fin (N + 1)`, an index set with $N+1$ elements. The condition on `i.castSucc` and `i.succ` says that consecutive entries differ by one unit, up or down. Because the values lie in `ℕ`, a path can never go below zero. I write $P_N(p,m)$ for the number of paths, `pathCount N p m`.

If a path has $u$ raising and $d$ lowering steps, then $u+d=N$ and $m=p+u-d$, so $N+m=p+2u$. The number $r$ in the theorem is therefore the number of raising steps. The main theorem, `pathCount_eq_choose_sub_choose`, reads

$$P_N(p,m)=\binom{N}{r}-\binom{N}{r+p+1}\qquad\text{if } N+m=p+2r .$$

The equation is stated in the integers, so the subtraction is the ordinary one. The theorem does not require $r\le N$: a larger $r$ means that $m$ exceeds $p+N$, and then both binomials and the count are zero.

The hypothesis on $r$ carries the parity condition. Take $N=p=m=1$: one spin one half added to a doublet cannot give a doublet, so $P_1(1,1)=0$. Here $N+m-p=1$ is odd, and the neighbouring choices $r=0$ and $r=1$ both make the right-hand side equal to 1. The formula fails without the hypothesis, and `pathCount_eq_zero` covers such cases: if no natural $r$ satisfies $N+m=p+2r$, there are no paths.

## Spin functions built on an open-shell core

In the genealogical construction of spin eigenfunctions, each path labels one multiplet of total spin $m/2$. For a core held in a single multiplet of spin $p/2$ and $N$ further singly occupied orbitals, $P_N(p,m)$ is thus the number of independent spin functions for each magnetic quantum number, which fixes the size of a spin-adapted basis for that one orbital occupation. Spatial degrees of freedom and changes of occupation do not enter.

The rule that each added spin changes the total by one half is part of the definition of a path. The file contains no spin operators or state vectors; its link to angular momentum is an identity between characters. The character of spin $p/2$ is

$$\chi_p(z)=\sum_{k=0}^{p} z^{k}z^{-(p-k)},$$

written `spinCharacter z p`. The exponent $k-(p-k)$ is $2M$, twice the magnetic quantum number. The theorem `spinCharacter_decomposition` states that for $z\ne0$ and any $K>p+N$,

$$\chi_p(z)\,\chi_1(z)^N=\sum_{m=0}^{K-1}P_N(p,m)\,\chi_m(z).$$

The left side is the character of the core together with $N$ spins one half. The bound on $K$ ensures that every reachable total spin is included in the sum.

## Splitting off the first added spin

Consider $N+1$ added spins. After the first one, a core with doubled spin $p+1$ has become $p+2$ or $p$, and what remains is a path of $N$ steps. A singlet core can only become a doublet. Hence

$$P_{N+1}(0,m)=P_N(1,m),\qquad P_{N+1}(p+1,m)=P_N(p+2,m)+P_N(p,m).$$

The lemma `couplingPaths_succ` proves the underlying statement about sets: every path of $N+1$ steps is the core value placed in front of a shorter path that starts one unit higher or one unit lower. The function `Fin.cons` does the placing, and the lower start is described by `p = g 0 + 1`, which no sequence satisfies when $p=0$. To turn this into the recursion `pathCount_succ`, the proof uses three facts: placing a fixed value in front is injective, the two families are disjoint because their starting values differ, and both are finite by `couplingPaths_finite`.

With no added spins, `pathCount_zero` gives one path if $p=m$ and none otherwise. The selection rule follows by induction on $N$: if $N+1$ steps violate the parity or range condition, so do the $N$ steps left after either first move.

## Pascal's rule gives the closed formula

The formula is proved by induction on $N$, for all $p$ and $r$ at once, since the recursion changes the core.

For $N=0$ the hypothesis is $m=p+2r$. If $r=0$, then $m=p$ and both sides are 1. If $r>0$, then $m\ne p$ and both sides are 0.

For $N+1$ spins on a singlet core, $N+1+m=2r$ forces $r\ge1$. Put $r=s+1$, so that $N+m=1+2s$. The induction hypothesis for core 1 gives

$$P_{N+1}(0,m)=\binom{N}{s}-\binom{N}{s+2}.$$

Adding and subtracting $\binom{N}{s+1}$ and applying Pascal's rule turns this into $\binom{N+1}{s+1}-\binom{N+1}{s+2}$, which is the claim for $p=0$.

For a core $p+1$ the hypothesis becomes $N+m=p+2r$. If $r=s+1$, the upper branch starts from $p+2$ with $s$ raising steps left, and the lower branch starts from $p$ with $s+1$ left. Their sum is

$$\binom{N}{s}-\binom{N}{s+p+3}+\binom{N}{s+1}-\binom{N}{s+p+2}
=\binom{N+1}{s+1}-\binom{N+1}{s+p+3}.$$

If $r=0$, every step must lower the spin. The upper branch is empty by the selection rule, and the lower branch contributes $\binom{N}{0}-\binom{N}{p+1}=1$, because $N\le p$. The claimed value $\binom{N+1}{0}-\binom{N+1}{p+2}$ is also 1.

The Lean proof makes the same case distinctions with `rcases`. The rewrites with `Nat.choose_succ_succ'` are Pascal's rule, `omega` handles the linear conditions on the indices, and `ring` collects the terms.

## When the floor at zero has no effect

Without the floor at zero, the $r$ raising steps could be placed freely among the $N$ steps, in $\binom{N}{r}$ ways. The subtracted binomial counts the arrangements lost to the floor. It vanishes exactly when $N<r+p+1$, so

$$P_N(p,m)=\binom{N}{r}\quad\Longleftrightarrow\quad N\le r+p .$$

This is `pathCount_eq_choose_iff`. For $r\le N$ it says that the $N-r$ lowering steps number at most $p$, so that no ordering can take the spin below zero. For $p=1$, $N=3$, $m=0$ there are one raising and two lowering steps. Of the three orderings, the one that lowers twice at the start is forbidden, and the formula gives $3-1=2$.

## The character identity follows the same recursion

Separating the highest magnetic level from the others gives $\chi_{n+1}=z^{n+1}+z^{-1}\chi_n$. Multiplying the case $n=p$ by $z$, and rearranging the case $n=p+1$, one finds

$$z\chi_{p+1}=z^{p+2}+\chi_p,\qquad z^{-1}\chi_{p+1}=\chi_{p+2}-z^{p+2}.$$

Since $\chi_1=z+z^{-1}$, adding the two equations yields $\chi_{p+1}\chi_1=\chi_{p+2}+\chi_p$. This is `spinCharacter_mul_half`, the coupling rule for one spin one half; its final `linear_combination` performs this addition.

The decomposition is then an induction on $N$. For $N=0$ only the term $m=p$ survives in the sum. For a singlet core, $\chi_0=1$ gives $\chi_0\chi_1^{N+1}=\chi_1\chi_1^N$, which matches $P_{N+1}(0,m)=P_N(1,m)$. For a core $p+1$,

$$\chi_{p+1}\chi_1^{N+1}=\chi_{p+2}\chi_1^N+\chi_p\chi_1^N,$$

and the induction hypothesis expands both terms. Their coefficients add up to $P_N(p+2,m)+P_N(p,m)=P_{N+1}(p+1,m)$.
